# Packed derivatives of an energy with symmetric Fock matrix: \(F_{pp}\) on the diagonal, \(2F_{pq}\) off it

A real symmetric density matrix \(D\) has \(D_{pq}=D_{qp}\), so "the derivative of the energy \(E\) with respect to \(D_{pq}\)" means nothing until the independent variables are fixed. Here they are the lower-triangle entries \(D_{pq}\), \(q\le p\), and the upper triangle follows by reflection. The Fock matrix \(F\) is characterised without any choice of independent entries: along every symmetric direction \(X\), the energy changes at the rate \(\operatorname{tr}(FX)\). Under that hypothesis, with \(D\) and \(F\) symmetric, the partial derivatives in the stored entries are \(F_{pp}\) for \(p=q\) and \(2F_{pq}\) for \(p\neq q\). The converse is proved when \(E\) is also differentiable as a function of all stored entries together.

## Storing a symmetric matrix by its lower triangle

```lean
import Mathlib

open Matrix

namespace PackedFock

noncomputable section

variable {n : Type*} [Fintype n] [LinearOrder n]
```

The type `n` labels the basis functions. It is finite and carries a linear order, which gives "lower triangle" a meaning. `Matrix n n ℝ` is the space of real \(N\times N\) matrices, \(N\) being the number of labels. Complex orbitals and infinite bases are not covered.

```lean
/-- Index set of packed storage: the positions `(p, q)` with `q ≤ p`. -/
abbrev Tri (n : Type*) [LinearOrder n] := {k : n × n // k.2 ≤ k.1}
```

An element `k` of `Tri n` is a pair \((p,q)\) together with the condition \(q\le p\). In the code `k.1.1` is the row \(p\) and `k.1.2` is the column \(q\). There are \(N(N+1)/2\) such positions; for \(N=1\) only the diagonal one exists and no factor 2 ever appears.

```lean
/-- The lower-triangle entries of a matrix. -/
def pack (D : Matrix n n ℝ) : Tri n → ℝ := fun k => D k.1.1 k.1.2
```

A packed array is a function from positions to real numbers, and \(\operatorname{pack}(D)_{(p,q)}=D_{pq}\). The upper triangle of \(D\) is discarded.

```lean
/-- The matrix rebuilt from lower-triangle entries by mirroring them across the diagonal. -/
def unpack (d : Tri n → ℝ) : Matrix n n ℝ :=
  Matrix.of fun i j => d ⟨(max i j, min i j), min_le_max⟩
```

For a packed array \(d\), \(\operatorname{unpack}(d)_{ij}=d_{(\max(i,j),\,\min(i,j))}\). The term `min_le_max` supplies the proof that this pair lies in the lower triangle.

```lean
/-- The packed vector with `F_pp` on diagonal positions and `2 F_pq` off the diagonal. -/
def packedGrad (F : Matrix n n ℝ) : Tri n → ℝ :=
  fun k => if k.1.1 = k.1.2 then F k.1.1 k.1.1 else 2 * F k.1.1 k.1.2
```

This is the claimed gradient. Writing \(g\) for `packedGrad F` and \(\delta_{pq}\) for the Kronecker symbol,
\[ g_{(p,q)}=(2-\delta_{pq})\,F_{pq},\qquad q\le p. \]

## Two ways of differentiating the energy

```lean
/-- `E` has derivative `tr (F X)` at `D` along every symmetric direction `X`. -/
def IsFockAt (E : Matrix n n ℝ → ℝ) (D F : Matrix n n ℝ) : Prop :=
  ∀ X : Matrix n n ℝ, X.IsSymm → HasDerivAt (fun t : ℝ => E (D + t • X)) (trace (F * X)) 0
```

`HasDerivAt f a x` says that the function `f` of one real variable is differentiable at `x` with derivative `a`; `X.IsSymm` says \(X^{T}=X\), and `•` multiplies a matrix by a number. With \(t\) a real parameter, the definition reads
\[ \frac{d}{dt}E(D+tX)\Big|_{t=0}=\operatorname{tr}(FX)=\sum_{i,j}F_{ij}X_{ji}\quad\text{for all symmetric }X. \]
It stands for the first-order response of the energy to a change of density. In closed-shell Hartree-Fock theory with real orbitals in a finite basis, \(E(D)=\operatorname{tr}(hD)+\tfrac12\operatorname{tr}(G(D)D)\), with core Hamiltonian \(h\), total density \(D\) and two-electron part \(G(D)\), has this property with \(F=h+G(D)\). The reason is that \(G\) is linear in \(D\) and, by the permutational symmetry of the two-electron integrals, \(\operatorname{tr}(G(X)D)=\operatorname{tr}(G(D)X)\) for symmetric \(D\) and \(X\), so the two first-order terms of the quadratic part add up to \(\operatorname{tr}(G(D)X)\). In the theorems the property is assumed for an arbitrary function \(E\), and no integrals enter. The variations are unconstrained: \(D+tX\) need not be idempotent or keep the electron number.

```lean
/-- `E`, as a function of the lower-triangle entries, has partial derivative `g k` with
respect to each entry `k` at the entries of `D`. -/
def HasPackedPartials (E : Matrix n n ℝ → ℝ) (D : Matrix n n ℝ) (g : Tri n → ℝ) : Prop :=
  ∀ k, HasDerivAt (fun s : ℝ => E (unpack (Function.update (pack D) k s))) (g k) (pack D k)
```

`Function.update (pack D) k s` is the packed array of \(D\) with entry \(k\) overwritten by the number \(s\). The definition says that for each \(k=(p,q)\), the energy of the matrix rebuilt from this array has derivative `g k` in \(s\) at \(s=D_{pq}\). This is the ordinary partial derivative with all other stored entries held fixed.

## One stored off-diagonal entry moves two matrix elements

```lean
omit [Fintype n] in
/-- An unpacked matrix is symmetric. -/
theorem unpack_isSymm (d : Tri n → ℝ) : (unpack d).IsSymm := by
  apply Matrix.IsSymm.ext
  intro i j
  show d _ = d _
  exact congrArg d (Subtype.ext (Prod.ext (max_comm _ _) (min_comm _ _)))
```

Since \(\max(i,j)\) and \(\min(i,j)\) do not change when \(i\) and \(j\) are swapped, \(\operatorname{unpack}(d)_{ji}=\operatorname{unpack}(d)_{ij}\). The proof is this sentence, with `max_comm` and `min_comm` for the swap.

```lean
omit [Fintype n] in
/-- A symmetric matrix is recovered from its lower triangle. -/
theorem unpack_pack {D : Matrix n n ℝ} (hD : D.IsSymm) : unpack (pack D) = D := by
  ext i j
  show D (max i j) (min i j) = D i j
  rcases le_total i j with h | h
  · rw [max_eq_right h, min_eq_left h]
    exact hD.apply i j
  · rw [max_eq_left h, min_eq_right h]
```

For symmetric \(D\) the claim is \(D_{\max(i,j),\min(i,j)}=D_{ij}\). The step `rcases le_total i j` splits into two cases. If \(i\le j\) the left side is \(D_{ji}\), and symmetry (`hD.apply i j`) finishes; if \(j\le i\) it is \(D_{ij}\) already. The opposite identity, \(\operatorname{pack}(\operatorname{unpack}(d))=d\), is not needed in the later proofs.

```lean
omit [Fintype n] in
/-- Resetting one packed entry of a symmetric `D` to `s` moves `D` along the unpacked unit
vector of that entry. -/
theorem unpack_update {D : Matrix n n ℝ} (hD : D.IsSymm) (k : Tri n) (s : ℝ) :
    unpack (Function.update (pack D) k s)
      = D + (s - pack D k) • unpack (Pi.single k (1 : ℝ)) := by
  have h : Function.update (pack D) k s
      = pack D + (s - pack D k) • (Pi.single k (1 : ℝ) : Tri n → ℝ) := by
    funext j
    by_cases hj : j = k
    · subst hj
      simp
    · simp [hj]
  have h2 : unpack (pack D + (s - pack D k) • (Pi.single k (1 : ℝ) : Tri n → ℝ))
      = unpack (pack D) + (s - pack D k) • unpack (Pi.single k (1 : ℝ)) := rfl
  rw [h, h2, unpack_pack hD]
```

`Pi.single k (1 : ℝ)` is the packed unit vector \(e_k\), equal to 1 at position \(k\) and 0 elsewhere. Put \(B_k=\operatorname{unpack}(e_k)\). Overwriting entry \(k=(p,q)\) by \(s\) adds \((s-D_{pq})\,e_k\) to the array (step `h`), unpacking is linear (step `h2`), and unpacking \(\operatorname{pack}(D)\) returns \(D\). The rebuilt matrix is therefore
\[ D+(s-D_{pq})\,B_k . \]
A partial derivative in packed storage is thus a derivative along the symmetric direction \(B_k\).

## The trace against a packed direction

```lean
/-- For any `F`, the trace against the unpacked unit vector of position `(p, q)` is `F_pp`
if `p = q` and `F_pq + F_qp` otherwise. -/
theorem trace_mul_unit (F : Matrix n n ℝ) (k : Tri n) :
    trace (F * unpack (Pi.single k (1 : ℝ)))
      = if k.1.1 = k.1.2 then F k.1.1 k.1.1 else F k.1.1 k.1.2 + F k.1.2 k.1.1 := by
  obtain ⟨⟨p, q⟩, hk⟩ := k
  have hqp : q ≤ p := hk
  have tr : ∀ a b : n, trace (F * Matrix.single a b (1 : ℝ)) = F b a := by
    intro a b
    simp [Matrix.trace, Matrix.mul_apply, Matrix.single, ite_and]
  have entry : ∀ i j, unpack (Pi.single (⟨(p, q), hk⟩ : Tri n) (1 : ℝ)) i j
      = if max i j = p ∧ min i j = q then 1 else 0 := by
    intro i j
    simp [unpack, Pi.single_apply]
  -- the entry (p, q) sits at the positions (p, q) and (q, p)
  have pos : ∀ i j : n, (max i j = p ∧ min i j = q) ↔ ((p = i ∧ q = j) ∨ (q = i ∧ p = j)) := by
    intro i j
    constructor
    · rintro ⟨h1, h2⟩
      rcases le_total i j with h | h
      · rw [max_eq_right h] at h1
        rw [min_eq_left h] at h2
        exact Or.inr ⟨h2.symm, h1.symm⟩
      · rw [max_eq_left h] at h1
        rw [min_eq_right h] at h2
        exact Or.inl ⟨h1.symm, h2.symm⟩
    · rintro (⟨h1, h2⟩ | ⟨h1, h2⟩)
      · rw [← h1, ← h2]
        exact ⟨max_eq_left hqp, min_eq_right hqp⟩
      · rw [← h1, ← h2]
        exact ⟨max_eq_right hqp, min_eq_left hqp⟩
  show _ = if p = q then F p p else F p q + F q p
  by_cases hpq : p = q
  · have e : unpack (Pi.single (⟨(p, q), hk⟩ : Tri n) (1 : ℝ)) = Matrix.single p p 1 := by
      ext i j
      rw [entry]
      simp only [pos]
      simp [Matrix.single, ← hpq]
    rw [e, tr, if_pos hpq]
  · have e : unpack (Pi.single (⟨(p, q), hk⟩ : Tri n) (1 : ℝ))
        = Matrix.single q p 1 + Matrix.single p q 1 := by
      ext i j
      rw [entry]
      simp only [pos, Matrix.single, Matrix.add_apply, Matrix.of_apply]
      by_cases h1 : p = i ∧ q = j
      · have h2 : ¬ (q = i ∧ p = j) := fun h => hpq (h1.1.trans h.1.symm)
        rw [if_pos (Or.inl h1), if_neg h2, if_pos h1, zero_add]
      · by_cases h2 : q = i ∧ p = j
        · rw [if_pos (Or.inr h2), if_pos h2, if_neg h1, add_zero]
        · rw [if_neg (not_or.mpr ⟨h1, h2⟩), if_neg h2, if_neg h1, add_zero]
    rw [e, Matrix.mul_add, trace_add, tr, tr, if_neg hpq]
```

Let \(U^{ab}\) be the matrix with a single 1 in row \(a\), column \(b\), which is `Matrix.single a b (1 : ℝ)`. In \(\sum_{ij}F_{ij}(U^{ab})_{ji}\) only \(j=a\), \(i=b\) survives, so \(\operatorname{tr}(FU^{ab})=F_{ba}\); this is `tr`. The element \((B_k)_{ij}\) equals 1 exactly when \(\max(i,j)=p\) and \(\min(i,j)=q\) (`entry`), which happens exactly for \((i,j)=(p,q)\) or \((q,p)\) (`pos`). For \(p=q\) the two places coincide, and for \(p\ne q\) they are distinct:
\[ B_k=U^{pp},\ \ \operatorname{tr}(FB_k)=F_{pp};\qquad B_k=U^{qp}+U^{pq},\ \ \operatorname{tr}(FB_k)=F_{pq}+F_{qp}. \]
These are the two branches of `by_cases hpq : p = q`. No symmetry of \(F\) is used. The off-diagonal \(B_k\) is not normalised: the squares of its entries sum to 2, and along the unit direction \(B_k/\sqrt2\) the trace is \((F_{pq}+F_{qp})/\sqrt2\).

```lean
/-- For symmetric `F`, the trace `tr (F X)` with `X` unpacked from `x` is the sum over the
lower triangle of `x` weighted by `F_pp` on and `2 F_pq` off the diagonal. -/
theorem trace_mul_unpack {F : Matrix n n ℝ} (hF : F.IsSymm) (x : Tri n → ℝ) :
    trace (F * unpack x) = ∑ k, x k * packedGrad F k := by
  let T : (Tri n → ℝ) →ₗ[ℝ] ℝ :=
    { toFun := fun y => trace (F * unpack y)
      map_add' := fun y z => by
        have h : unpack (y + z) = unpack y + unpack z := rfl
        rw [h, Matrix.mul_add, trace_add]
      map_smul' := fun c y => by
        have h : unpack (c • y) = c • unpack y := rfl
        rw [h, Matrix.mul_smul, trace_smul, RingHom.id_apply] }
  have hx : x = ∑ k, x k • (Pi.single k (1 : ℝ) : Tri n → ℝ) := by
    funext j
    simp [Finset.sum_apply, Pi.single_apply]
  have h : T x = ∑ k, x k * T (Pi.single k 1) := by
    conv_lhs => rw [hx]
    simp only [map_sum, map_smul, smul_eq_mul]
  refine h.trans (Finset.sum_congr rfl fun k _ => ?_)
  show x k * trace (F * unpack (Pi.single k (1 : ℝ))) = _
  rw [trace_mul_unit, hF.apply k.1.1 k.1.2, ← two_mul]
  rfl
```

Now \(F\) is symmetric and \(x\) is any packed array. The map \(T(y)=\operatorname{tr}(F\operatorname{unpack}(y))\) on packed arrays \(y\) is linear; the `let T` block declares it as a linear map (`→ₗ[ℝ]`) by checking additivity and scaling. Expanding \(x=\sum_k x_k e_k\) (`hx`) gives \(T(x)=\sum_k x_k\operatorname{tr}(FB_k)\), and \(F_{qp}=F_{pq}\) turns \(F_{pq}+F_{qp}\) into \(2F_{pq}\). With \(X=\operatorname{unpack}(x)\),
\[ \operatorname{tr}(FX)=\sum_k x_k g_k=\sum_p F_{pp}X_{pp}+2\sum_{q<p}F_{pq}X_{pq}. \]

## From the Fock property to the partial derivatives

```lean
/-- If `E` has derivative `tr (F X)` at symmetric `D` along symmetric `X`, with `F` symmetric,
its partial derivatives in the lower-triangle entries are `F_pp` on and `2 F_pq` off the
diagonal. -/
theorem packed_partials {E : Matrix n n ℝ → ℝ} {D F : Matrix n n ℝ} (hD : D.IsSymm)
    (hF : F.IsSymm) (hE : IsFockAt E D F) : HasPackedPartials E D (packedGrad F) := by
  intro k
  have h := hE _ (unpack_isSymm (Pi.single k (1 : ℝ)))
  have hv : trace (F * unpack (Pi.single k (1 : ℝ))) = packedGrad F k := by
    rw [trace_mul_unpack hF]
    simp [Pi.single_apply]
  rw [hv, ← sub_self (pack D k)] at h
  -- shift the parameter: t = s - D_pq
  simp only [unpack_update hD]
  exact h.comp_sub_const (pack D k) (pack D k)
```

The hypotheses are that \(D\) is symmetric, \(F\) is symmetric, and `IsFockAt E D F` holds. The conclusion is
\[ \frac{\partial E}{\partial D_{pp}}=F_{pp},\qquad \frac{\partial E}{\partial D_{pq}}=2F_{pq}\quad(q<p), \]
with \(E\) regarded as a function of the stored entries. Only derivatives along lines are assumed.

The argument has three steps. The matrix \(B_k\) is symmetric, so \(\varphi(t)=E(D+tB_k)\) has \(\varphi'(0)=\operatorname{tr}(FB_k)\); this is `h`. The trace formula with \(x=e_k\) gives \(\operatorname{tr}(FB_k)=g_k\); this is `hv`. By `unpack_update` the function to be differentiated is \(s\mapsto\varphi(s-D_{pq})\), whose derivative at \(s=D_{pq}\) is \(\varphi'(0)\). The rewrite with `sub_self` expresses the point 0 as \(D_{pq}-D_{pq}\), the shape in which `comp_sub_const` performs this shift.

## Equivalence for a differentiable energy

```lean
/-- For symmetric `D`, `F` and an energy differentiable in the lower-triangle entries, `E` has
derivative `tr (F X)` along all symmetric `X` if and only if its packed partial derivatives
are `F_pp` on and `2 F_pq` off the diagonal. -/
theorem isFockAt_iff_packed {E : Matrix n n ℝ → ℝ} {D F : Matrix n n ℝ} (hD : D.IsSymm)
    (hF : F.IsSymm) (hE : DifferentiableAt ℝ (fun d : Tri n → ℝ => E (unpack d)) (pack D)) :
    IsFockAt E D F ↔ HasPackedPartials E D (packedGrad F) := by
  refine ⟨packed_partials hD hF, fun hp X hX => ?_⟩
  obtain ⟨L, hL⟩ := hE
  -- the total derivative on unit vectors is given by the partials
  have hk : ∀ k, L (Pi.single k 1) = packedGrad F k := fun k =>
    (hL.comp_hasDerivAt_of_eq (pack D k) (hasDerivAt_update (pack D) k (pack D k))
      (Function.update_eq_self k (pack D)).symm).unique (hp k)
  have hx : pack X = ∑ k, pack X k • (Pi.single k (1 : ℝ) : Tri n → ℝ) := by
    funext j
    simp [Finset.sum_apply, Pi.single_apply]
  have hval : L (pack X) = trace (F * X) := by
    conv_rhs => rw [← unpack_pack hX, trace_mul_unpack hF]
    conv_lhs => rw [hx]
    simp only [map_sum, map_smul, smul_eq_mul, hk]
  have hline : HasDerivAt (fun t : ℝ => pack D + t • pack X) (pack X) 0 := by
    simpa using ((hasDerivAt_id (0 : ℝ)).smul_const (pack X)).const_add (pack D)
  have h := hL.comp_hasDerivAt_of_eq (0 : ℝ) hline (by simp)
  have hu : ∀ t : ℝ, D + t • X = unpack (pack D + t • pack X) := fun t => by
    have e : unpack (pack D + t • pack X) = unpack (pack D) + t • unpack (pack X) := rfl
    rw [e, unpack_pack hD, unpack_pack hX]
  rw [hval] at h
  simp only [hu]
  exact h
```

Let \(\tilde E(d)=E(\operatorname{unpack}(d))\) and \(d_0=\operatorname{pack}(D)\). The added hypothesis `hE` says that \(\tilde E\) is differentiable at \(d_0\): there is a linear map \(L\) with \(\tilde E(d_0+y)=\tilde E(d_0)+L(y)+o(\|y\|)\). Stating it on packed arrays asks for differentiability among symmetric matrices only, and needs no norm on matrices. Under it, the Fock property and the packed partial derivatives \(g\) are equivalent (`↔`).

The forward direction is `packed_partials`. The backward direction uses differentiability, because partial derivatives along coordinate axes do not in general fix the rate of change along oblique directions. Take a symmetric \(X\) and put \(x=\operatorname{pack}(X)\). The chain rule along the \(k\)-th axis gives the partial derivative \(L(e_k)\); the assumption gives \(g_k\); a derivative is unique, so \(L(e_k)=g_k\) (`hk`, ending in `.unique`). Linearity and the trace formula give
\[ L(x)=\sum_k x_k L(e_k)=\sum_k x_k g_k=\operatorname{tr}(FX), \]
which is `hval`. The line \(t\mapsto d_0+tx\) has velocity \(x\) (`hline`), so \(\tilde E(d_0+tx)\) has derivative \(L(x)\) at \(t=0\) (`h`). Finally \(\operatorname{unpack}(d_0+tx)=D+tX\) (`hu`), which identifies this function with \(E(D+tX)\).

## A quadratic energy with \(F=D\)

```lean
omit [LinearOrder n] in
/-- The energy `tr (M M) / 2` has derivative `tr (D X)` at `D` along every symmetric `X`. -/
theorem isFockAt_witness (D : Matrix n n ℝ) :
    IsFockAt (fun M => trace (M * M) / 2) D D := by
  intro X _
  have e : ∀ t : ℝ, trace ((D + t • X) * (D + t • X)) / 2
      = trace (D * D) / 2 + t * (trace (D * X) + t * (trace (X * X) / 2)) := fun t => by
    simp only [Matrix.add_mul, Matrix.mul_add, Matrix.smul_mul, Matrix.mul_smul, trace_add,
      trace_smul, smul_eq_mul]
    rw [trace_mul_comm X D]
    ring
  simp only [e]
  have h := ((hasDerivAt_id' (0 : ℝ)).fun_mul
    (((hasDerivAt_id' (0 : ℝ)).mul_const (trace (X * X) / 2)).const_add
      (trace (D * X)))).const_add (trace (D * D) / 2)
  exact h.congr_deriv (by ring)

end

end PackedFock
```

For matrices \(M\) take \(E(M)=\tfrac12\operatorname{tr}(MM)\), a model function chosen to show that the hypotheses can be met; it is not offered as the energy of an electronic system. Expanding the product and using \(\operatorname{tr}(XD)=\operatorname{tr}(DX)\) (`trace_mul_comm`),
\[ E(D+tX)=\tfrac12\operatorname{tr}(DD)+t\left[\operatorname{tr}(DX)+\tfrac{t}{2}\operatorname{tr}(XX)\right], \]
which is `e`. The product rule (`fun_mul`) at \(t=0\) leaves \(\operatorname{tr}(DX)\). So `IsFockAt` holds with \(F=D\), for every \(D\). For symmetric \(D\) this supplies the hypothesis of `packed_partials`, and the values agree with direct differentiation of \(\tfrac12\sum_pM_{pp}^2+\sum_{q<p}M_{pq}^2\), which gives \(D_{pp}\) and \(2D_{pq}\).

```lean
#print axioms PackedFock.isFockAt_iff_packed
-- 'PackedFock.isFockAt_iff_packed' depends on axioms: [propext, Classical.choice, Quot.sound]
```

## The factor in a program

These remarks on programs draw on the theorems but are not themselves Lean statements. A code that keeps real symmetric \(F\) and \(D\) as packed arrays can evaluate \(\operatorname{tr}(FD)\) without unpacking as a weighted dot product, \(\sum_{q\le p}(2-\delta_{pq})F_{pq}D_{pq}\); for \(N=2\) with labels \(1<2\) this is \(F_{11}D_{11}+2F_{21}D_{21}+F_{22}D_{22}\). The weight may be absorbed once into either array; applying it in full to both would multiply the off-diagonal terms by 4 instead of 2. If the Fock matrix is obtained or tested by finite differences or automatic differentiation of the energy in the packed entries, the output is \(g\) (for finite differences, up to discretisation error), and its off-diagonal entries must be halved, before or after unpacking, to recover \(F\). This storage factor is separate from the spin factor: for a closed-shell energy written in the density of one spin, the matrix that satisfies `IsFockAt` is twice the usual Fock matrix, and the weights \(2-\delta_{pq}\) apply to that matrix.
